# Two hard walls a distance L apart restrict a nonzero real wave of wavenumber k to kL = nπ, with n a positive integer

Take the wave \(\psi(x)=\sin kx\) with wavenumber \(k>0\). It vanishes at \(x=0\) for every \(k\), so a wall there puts no condition on the wavenumber. A second wall at \(x=L>0\) requires \(\sin kL=0\), and this leaves only \(kL=\pi,2\pi,3\pi,\dots\)

For a particle confined between two impenetrable walls, with no force on it in between, a state of definite energy has a wave that obeys \(\psi''=-k^2\psi\) and vanishes at both walls. Nothing in this description says that the wave is a sine. The argument below shows that a real, twice differentiable solution must be a multiple of \(\sin kx\) once it vanishes at \(0\). The second wall then acts as in the example, provided that the wave is not zero everywhere.

## Waves and slopes on an interval

Let \(S\) be the set of positions on which the wave is described. It may be the whole line or the closed box \([0,L]\). At the ends of the box only one-sided derivatives make sense, so all derivatives are taken within \(S\).

In `TwiceDiffOn S ψ ψ' ψ''` the primes are parts of names: `ψ'` and `ψ''` are separate functions, and the two fields state that they are the first and second derivatives of `ψ` on `S`. The wave is real-valued, and nothing is required of it outside `S`. The wave equation is not part of this definition and enters each theorem as a hypothesis of its own.

In Lean 4 with Mathlib:

```lean
import Mathlib

open Real Set

namespace QuantisationFromWalls

/-- On the set `S` of positions, `ψ'` is the first and `ψ''` the second derivative of `ψ`,
both taken within `S`. -/
structure TwiceDiffOn (S : Set ℝ) (ψ ψ' ψ'' : ℝ → ℝ) : Prop where
  first : ∀ x ∈ S, HasDerivWithinAt ψ (ψ' x) S x
  second : ∀ x ∈ S, HasDerivWithinAt ψ' (ψ'' x) S x
```

## Zero slope means a constant

If \(f'=0\) throughout an interval, the mean value inequality with slope bound \(0\) gives

\[ |f(x)-f(y)|\le 0\cdot|x-y|=0 , \]

so \(f(x)=f(y)\). The hypothesis `Convex ℝ S` says that \(S\) is an interval: with any two points it contains everything between them. The proof applies Mathlib's form of the inequality with `C := 0`.

```lean
/-- A function whose slope vanishes throughout a convex set of positions takes the same value
at any two points of that set. -/
theorem eq_of_zero_slope {S : Set ℝ} (hS : Convex ℝ S) {f : ℝ → ℝ}
    (hf : ∀ x ∈ S, HasDerivWithinAt f 0 S x) {x y : ℝ} (hx : x ∈ S) (hy : y ∈ S) :
    f x = f y := by
  have h := Convex.norm_image_sub_le_of_norm_hasDerivWithin_le (f' := fun _ => (0 : ℝ))
    (C := 0) hf (fun _ _ => by simp) hS hy hx
  rw [zero_mul] at h
  exact sub_eq_zero.mp (norm_le_zero_iff.mp h)
```

## Two constants of the motion in x

Combine the wave and its slope into

\[ A(x)=k\psi\cos kx-\psi'\sin kx,\qquad B(x)=k\psi\sin kx+\psi'\cos kx . \]

On differentiating, the terms in \(\psi'\) cancel, and the wave equation removes the rest:

\[ A'=-(\psi''+k^2\psi)\sin kx=0,\qquad B'=(\psi''+k^2\psi)\cos kx=0 . \]

Both are therefore constant, with \(A=k\psi(0)\) and \(B=\psi'(0)\). Rotating back gives

\[ k\psi(x)=A\cos kx+B\sin kx=k\psi(0)\cos kx+\psi'(0)\sin kx . \]

The theorem keeps the factor \(k\) on the left, so it holds for every real \(k\); at \(k=0\) it reads \(0=0\). The expression `-k ^ 2` means \(-(k^2)\), as in the physics.

In the proof, `hA` and `hB` are the constancy of \(A\) and \(B\). Each comes from the product rule, followed by the wave equation to show that the derivative is zero. The final `linear_combination` is the rotation: it multiplies `hA` by \(\cos kx\) and `hB` by \(\sin kx\), adds them, and uses \(\sin^2+\cos^2=1\).

```lean
/-- A solution of `ψ'' = -k² ψ` on a convex set containing `0` satisfies
`k ψ(x) = k ψ(0) cos kx + ψ'(0) sin kx` at every point `x` of the set. -/
theorem general_wave {S : Set ℝ} (hS : Convex ℝ S) (h0 : (0 : ℝ) ∈ S) {ψ ψ' ψ'' : ℝ → ℝ}
    (hd : TwiceDiffOn S ψ ψ' ψ'') {k : ℝ} (heq : ∀ x ∈ S, ψ'' x = -k ^ 2 * ψ x)
    {x : ℝ} (hx : x ∈ S) :
    k * ψ x = k * ψ 0 * cos (k * x) + ψ' 0 * sin (k * x) := by
  have hl : ∀ y : ℝ, HasDerivAt (fun z : ℝ => k * z) k y := fun y => by
    simpa using (hasDerivAt_id y).const_mul k
  -- two combinations of wave and slope do not change with position
  have hA := eq_of_zero_slope hS
    (f := fun y => k * ψ y * cos (k * y) - ψ' y * sin (k * y)) (fun y hy => by
      have h := (((hd.first y hy).const_mul k).mul (hl y).cos.hasDerivWithinAt).sub
        ((hd.second y hy).mul (hl y).sin.hasDerivWithinAt)
      exact h.congr_deriv (by simp only [heq y hy]; ring)) hx h0
  have hB := eq_of_zero_slope hS
    (f := fun y => k * ψ y * sin (k * y) + ψ' y * cos (k * y)) (fun y hy => by
      have h := (((hd.first y hy).const_mul k).mul (hl y).sin.hasDerivWithinAt).add
        ((hd.second y hy).mul (hl y).cos.hasDerivWithinAt)
      exact h.congr_deriv (by simp only [heq y hy]; ring)) hx h0
  simp only [mul_zero, cos_zero, sin_zero, mul_one, sub_zero, zero_add] at hA hB
  -- rotate back to isolate the wave
  linear_combination cos (k * x) * hA + sin (k * x) * hB
    - k * ψ x * sin_sq_add_cos_sq (k * x)
```

## The first wall leaves a sine

Put \(\psi(0)=0\) into the general solution:

\[ k\psi(x)=\psi'(0)\sin kx . \]

Assume from here on that \(k\neq0\). If \(\psi'(0)\) were zero, then \(\psi\) would vanish on all of \(S\). For a wave that is nonzero somewhere in \(S\), \(\psi'(0)\) is thus nonzero as well, and \(\psi(x)=0\) exactly when \(\sin kx=0\).

In the proof, `w` is the displayed formula and `hslope` is the statement \(\psi'(0)\ne0\). The two directions of the equivalence cancel one nonzero factor each.

```lean
/-- A solution of `ψ'' = -k² ψ`, `k ≠ 0`, on a convex set containing `0` that vanishes at `0`
but not everywhere on the set has its zeros there exactly where `sin kx = 0`. -/
theorem zero_iff_sin_zero {S : Set ℝ} (hS : Convex ℝ S) (h0 : (0 : ℝ) ∈ S)
    {ψ ψ' ψ'' : ℝ → ℝ} (hd : TwiceDiffOn S ψ ψ' ψ'') {k : ℝ} (hk : k ≠ 0)
    (heq : ∀ x ∈ S, ψ'' x = -k ^ 2 * ψ x) (hwall : ψ 0 = 0) (hne : ∃ x ∈ S, ψ x ≠ 0)
    {x : ℝ} (hx : x ∈ S) : ψ x = 0 ↔ sin (k * x) = 0 := by
  have w : ∀ y ∈ S, k * ψ y = ψ' 0 * sin (k * y) := fun y hy => by
    have h := general_wave hS h0 hd heq hy
    rw [hwall] at h
    linarith
  -- the slope at the wall cannot vanish
  have hslope : ψ' 0 ≠ 0 := by
    intro h
    obtain ⟨y, hy, hψ⟩ := hne
    have hw := w y hy
    rw [h, zero_mul] at hw
    exact (mul_ne_zero hk hψ) hw
  constructor
  · intro h
    have hw := w x hx
    rw [h, mul_zero] at hw
    exact (mul_eq_zero.mp hw.symm).resolve_left hslope
  · intro h
    have hw := w x hx
    rw [h, mul_zero] at hw
    exact (mul_eq_zero.mp hw).resolve_left hk
```

## The second wall selects the wavenumber

At \(x=L\) the wave vanishes, so \(\sin kL=0\) and \(kL=z\pi\) for some integer \(z\). Since \(kL>0\), \(z\) is positive, and it can be called \(n\).

Read in words, the theorem takes an interval \(S\) containing \(0\) and \(L>0\), and a real wave on it that satisfies \(\psi''=-k^2\psi\) with \(k>0\), vanishes at \(0\) and \(L\), and is nonzero at some point of \(S\). It concludes that there is a natural number \(n>0\) with \(kL=n\pi\). Choosing \(S\) as the whole line gives the statement for waves on the line, and choosing \([0,L]\) gives the box.

The proof follows the same order: `hs` is \(\sin kL=0\), `hzpos` is the sign of the integer, and the last lines turn a positive integer into a natural number.

```lean
/-- Quantisation from walls: if `ψ'' = -k² ψ` with `k > 0` on a convex set containing `0` and
`L > 0`, and `ψ` vanishes at `0` and `L` but not everywhere on the set, then `kL = nπ` for a
positive integer `n`. -/
theorem wavenumber_quantised {S : Set ℝ} (hS : Convex ℝ S) {L : ℝ} (hL : 0 < L)
    (h0 : (0 : ℝ) ∈ S) (hLS : L ∈ S) {ψ ψ' ψ'' : ℝ → ℝ} (hd : TwiceDiffOn S ψ ψ' ψ'')
    {k : ℝ} (hk : 0 < k) (heq : ∀ x ∈ S, ψ'' x = -k ^ 2 * ψ x)
    (hleft : ψ 0 = 0) (hright : ψ L = 0) (hne : ∃ x ∈ S, ψ x ≠ 0) :
    ∃ n : ℕ, 0 < n ∧ k * L = n * π := by
  have hs := (zero_iff_sin_zero hS h0 hd hk.ne' heq hleft hne hLS).mp hright
  obtain ⟨z, hz⟩ := Real.sin_eq_zero_iff.mp hs
  -- the integer is positive because `kL` is
  have hzpos : (0 : ℝ) < z := by
    by_contra h
    have h' := not_lt.mp h
    nlinarith [pi_pos, mul_pos hk hL]
  have hz0 : 0 < z := by exact_mod_cast hzpos
  obtain ⟨n, rfl⟩ := Int.eq_ofNat_of_zero_le hz0.le
  refine ⟨n, by exact_mod_cast hz0, ?_⟩
  rw [← hz]
  norm_cast
```

The wave needs to be defined on a connected stretch between the walls. Let \(S\) consist of the two pieces \([0,L/3]\) and \([2L/3,L]\), with \(\psi=\sin kx\) on the first and \(\psi=0\) on the second. For every \(k>0\) this satisfies the wave equation on \(S\), vanishes at \(0\) and \(L\), and is not identically zero, yet \(kL\) is arbitrary. With a gap in \(S\), the second wall has no hold on the wave at the first.

The same two constants also settle a neighbouring problem, in which the right-hand condition is \(\psi'(L)=0\) instead of \(\psi(L)=0\). With \(\psi(0)=0\) they give \(\psi'(x)=\psi'(0)\cos kx\), so \(\cos kL=0\) and \(kL=(n-\tfrac12)\pi\) for a positive integer \(n\). These are the states of a box of width \(2L\) that are symmetric about its middle.

## Equally spaced zeros

Let \(kL=n\pi\), and let \(x\) be a zero of the wave in the box. Then \(kx=z\pi\) for an integer \(z\), and \(0\le kx\le kL=n\pi\) gives \(0\le z\le n\). Writing \(j\) for this integer and using \(\pi/k=L/n\),

\[ x=\frac{j\pi}{k}=\frac{jL}{n},\qquad j=0,1,\dots,n . \]

Conversely, each of these points satisfies \(\sin kx=\sin j\pi=0\). The list includes both walls, so there are \(n-1\) zeros strictly inside the box, and none for \(n=1\).

The theorem assumes only the left wall condition, because \(kL=n\pi\) already makes the wave vanish at \(L\). In the proof, `hz0` and `hzn` are the two bounds on the integer, and the `linear_combination` steps convert between \(kx=j\pi\) and \(x=jL/n\).

The wave is not assumed to be normalised. Requiring \(\int_0^L\psi^2\,dx=1\) would fix it, up to sign, as \(\sqrt{2/L}\,\sin(n\pi x/L)\), with the same zeros.

```lean
/-- If `ψ'' = -k² ψ` on the box `[0, L]`, with `k, L > 0` and `kL = nπ`, and `ψ` vanishes at
`0` but not throughout the box, then its zeros in the box are exactly the points `jL/n` with
`j = 0, ..., n`. -/
theorem nodes_equally_spaced {L : ℝ} (hL : 0 < L) {ψ ψ' ψ'' : ℝ → ℝ}
    (hd : TwiceDiffOn (Icc 0 L) ψ ψ' ψ'') {k : ℝ} (hk : 0 < k)
    (heq : ∀ x ∈ Icc 0 L, ψ'' x = -k ^ 2 * ψ x) (hleft : ψ 0 = 0)
    (hne : ∃ x ∈ Icc 0 L, ψ x ≠ 0) {n : ℕ} (hn : k * L = n * π)
    {x : ℝ} (hx : x ∈ Icc 0 L) :
    ψ x = 0 ↔ ∃ j : ℕ, j ≤ n ∧ x = j * L / n := by
  have hn0 : (n : ℝ) ≠ 0 := by
    intro h
    rw [h, zero_mul] at hn
    exact (mul_pos hk hL).ne' hn
  rw [zero_iff_sin_zero (convex_Icc 0 L) (left_mem_Icc.mpr hL.le) hd hk.ne' heq hleft hne hx,
    Real.sin_eq_zero_iff]
  constructor
  · rintro ⟨z, hz⟩
    -- the position lies between the walls, so the integer lies between `0` and `n`
    have hz0 : (0 : ℝ) ≤ z :=
      le_of_mul_le_mul_right (by rw [zero_mul, hz]; exact mul_nonneg hk.le hx.1) pi_pos
    have hzn : (z : ℝ) ≤ n :=
      le_of_mul_le_mul_right
        (by rw [hz, ← hn]; exact mul_le_mul_of_nonneg_left hx.2 hk.le) pi_pos
    have hz0' : 0 ≤ z := by exact_mod_cast hz0
    obtain ⟨j, rfl⟩ := Int.eq_ofNat_of_zero_le hz0'
    refine ⟨j, by exact_mod_cast hzn, ?_⟩
    rw [Int.cast_natCast] at hz
    rw [eq_div_iff hn0]
    apply mul_left_cancel₀ hk.ne'
    linear_combination (-(n : ℝ)) * hz - (j : ℝ) * hn
  · rintro ⟨j, -, rfl⟩
    refine ⟨j, ?_⟩
    rw [Int.cast_natCast, ← mul_div_assoc, eq_div_iff hn0]
    linear_combination (-(j : ℝ)) * hn
```

## The walls force a positive energy

For a particle of mass \(m\) and energy \(E\), measured from the constant potential inside the box, the Schrödinger equation there is

\[ -\frac{\hbar^2}{2m}\psi''=E\psi , \]

where \(\hbar\), the reduced Planck constant, sets the scale of the kinetic energy for a given curvature of the wave. In the theorems \(m\) and \(\hbar\) are arbitrary positive numbers, and \(E\) is any real number. Its sign has to be found before a real wavenumber can be introduced.

Suppose that \(E\le0\). Then

\[ \psi\psi''=-\frac{2mE}{\hbar^2}\psi^2\ge0,\qquad (\psi\psi')'=\psi'^2+\psi\psi''\ge0 . \]

So \(\psi\psi'\) never decreases across the box. It is zero at both walls, hence zero everywhere between them. Then \((\psi^2)'=2\psi\psi'=0\), so \(\psi^2\) keeps its wall value \(0\), and the wave vanishes throughout the box, contrary to assumption.

The names in the proof mark these steps: `hcurv` is \(\psi\psi''\ge0\), `hmono` is the monotonicity, `hzero` is \(\psi\psi'=0\), and `hsq` is the constancy of \(\psi^2\), obtained from the zero-slope theorem.

```lean
/-- A solution of `-(ħ²/2m) ψ'' = E ψ` in the box `[0, L]`, with `m, ħ, L > 0`, that vanishes
at both walls but not throughout the box has `E > 0`. -/
theorem energy_pos {L m ħ E : ℝ} (hL : 0 < L) (hm : 0 < m) (hħ : 0 < ħ)
    {ψ ψ' ψ'' : ℝ → ℝ} (hd : TwiceDiffOn (Icc 0 L) ψ ψ' ψ'')
    (hE : ∀ x ∈ Icc 0 L, -(ħ ^ 2 / (2 * m)) * ψ'' x = E * ψ x)
    (hleft : ψ 0 = 0) (hright : ψ L = 0) (hne : ∃ x ∈ Icc 0 L, ψ x ≠ 0) : 0 < E := by
  by_contra hneg
  have hE0 := not_lt.mp hneg
  have hc : 0 < ħ ^ 2 / (2 * m) := by positivity
  have h0 : (0 : ℝ) ∈ Icc 0 L := left_mem_Icc.mpr hL.le
  have hL' : L ∈ Icc 0 L := right_mem_Icc.mpr hL.le
  have hprod : ∀ x ∈ Icc 0 L, HasDerivWithinAt (fun y => ψ y * ψ' y)
      (ψ' x * ψ' x + ψ x * ψ'' x) (Icc 0 L) x :=
    fun x hx => (hd.first x hx).mul (hd.second x hx)
  have hcurv : ∀ x ∈ Icc 0 L, 0 ≤ ψ x * ψ'' x := fun x hx => by
    have h1 : ħ ^ 2 / (2 * m) * (ψ x * ψ'' x) = -E * (ψ x * ψ x) := by
      linear_combination (-ψ x) * hE x hx
    have h2 : 0 ≤ -E * (ψ x * ψ x) := mul_nonneg (by linarith) (mul_self_nonneg _)
    exact nonneg_of_mul_nonneg_right (h1 ▸ h2) hc
  -- `ψ ψ'` never decreases and vanishes at both walls, so it vanishes in between
  have hmono : MonotoneOn (fun y => ψ y * ψ' y) (Icc 0 L) :=
    monotoneOn_of_hasDerivWithinAt_nonneg (convex_Icc 0 L)
      (fun x hx => (hprod x hx).continuousWithinAt)
      (fun x hx => (hprod x (interior_subset hx)).mono interior_subset)
      (fun x hx => add_nonneg (mul_self_nonneg _) (hcurv x (interior_subset hx)))
  have hzero : ∀ x ∈ Icc 0 L, ψ x * ψ' x = 0 := fun x hx => by
    have h1 : ψ 0 * ψ' 0 ≤ ψ x * ψ' x := hmono h0 hx hx.1
    have h2 : ψ x * ψ' x ≤ ψ L * ψ' L := hmono hx hL' hx.2
    rw [hleft, zero_mul] at h1
    rw [hright, zero_mul] at h2
    exact le_antisymm h2 h1
  -- hence `ψ²` is constant and equal to its value at the wall
  obtain ⟨x, hx, hψ⟩ := hne
  have hsq : ψ x * ψ x = ψ 0 * ψ 0 :=
    eq_of_zero_slope (convex_Icc 0 L) (f := fun y => ψ y * ψ y) (fun y hy => by
      have h := (hd.first y hy).mul (hd.first y hy)
      exact h.congr_deriv (by linear_combination 2 * hzero y hy)) hx h0
  rw [hleft, mul_zero] at hsq
  exact hψ (mul_self_eq_zero.mp hsq)
```

## The energy levels

With \(E>0\) there is a wavenumber \(k=\sqrt{2mE}/\hbar>0\), and the Schrödinger equation becomes \(\psi''=-k^2\psi\). The walls give \(k=n\pi/L\), so

\[ E=\frac{\hbar^2k^2}{2m}=\frac{n^2\pi^2\hbar^2}{2mL^2},\qquad n\ge1 . \]

The theorem says that a nonzero real solution of the Schrödinger equation in the box that vanishes at both walls can have no other energy. Complex solutions add no further levels, because their real and imaginary parts solve the same equation with the same real \(E\) and vanish at the same walls. That every \(n\ge1\) does occur is seen by inserting \(\sin(n\pi x/L)\), a substitution left to the reader and not part of the checked statement.

The conditions \(\psi(0)=\psi(L)=0\) stand for infinitely high walls: the wave is zero outside the box and continuous at its edges. They are assumed here. The step from a real well, whose walls have finite height and let the wave leak into them, to these conditions is an idealisation that the hypotheses take for granted.

In electronic structure, these are the one-electron levels that the free-electron picture of a conjugated chain fills in pairs, with the electrons taken as non-interacting and the potential along the chain as flat.

In the proof, the `obtain` line constructs \(k\) from \(E\), `heq` is the rewritten wave equation, and `wavenumber_quantised` supplies \(n\). Substituting \(k=n\pi/L\) then gives the formula.

```lean
/-- If `-(ħ²/2m) ψ'' = E ψ` in the box `[0, L]`, with `m, ħ, L > 0`, and `ψ` vanishes at both
walls but not throughout the box, then `E = n²π²ħ²/(2mL²)` for a positive integer `n`. -/
theorem energy_quantised {L m ħ E : ℝ} (hL : 0 < L) (hm : 0 < m) (hħ : 0 < ħ)
    {ψ ψ' ψ'' : ℝ → ℝ} (hd : TwiceDiffOn (Icc 0 L) ψ ψ' ψ'')
    (hE : ∀ x ∈ Icc 0 L, -(ħ ^ 2 / (2 * m)) * ψ'' x = E * ψ x)
    (hleft : ψ 0 = 0) (hright : ψ L = 0) (hne : ∃ x ∈ Icc 0 L, ψ x ≠ 0) :
    ∃ n : ℕ, 0 < n ∧ E = n ^ 2 * π ^ 2 * ħ ^ 2 / (2 * m * L ^ 2) := by
  have hpos := energy_pos hL hm hħ hd hE hleft hright hne
  -- the wavenumber belonging to the energy `E`
  obtain ⟨k, hk, hkE⟩ : ∃ k : ℝ, 0 < k ∧ ħ ^ 2 / (2 * m) * k ^ 2 = E := by
    refine ⟨√(2 * m * E / ħ ^ 2), Real.sqrt_pos.mpr (by positivity), ?_⟩
    rw [Real.sq_sqrt (by positivity)]
    field_simp
  have hc : ħ ^ 2 / (2 * m) ≠ 0 := by positivity
  have heq : ∀ x ∈ Icc 0 L, ψ'' x = -k ^ 2 * ψ x := fun x hx => by
    apply mul_left_cancel₀ hc
    linear_combination (-1 : ℝ) * hE x hx + ψ x * hkE
  obtain ⟨n, hn, hkL⟩ := wavenumber_quantised (convex_Icc 0 L) hL (left_mem_Icc.mpr hL.le)
    (right_mem_Icc.mpr hL.le) hd hk heq hleft hright hne
  refine ⟨n, hn, ?_⟩
  have hk' : k = n * π / L := by
    rw [eq_div_iff hL.ne']
    exact hkL
  rw [← hkE, hk']
  field_simp

end QuantisationFromWalls
```

```lean
#print axioms QuantisationFromWalls.wavenumber_quantised
#print axioms QuantisationFromWalls.nodes_equally_spaced
#print axioms QuantisationFromWalls.energy_quantised
```

```
'QuantisationFromWalls.wavenumber_quantised' depends on axioms: [propext, Classical.choice, Quot.sound]
'QuantisationFromWalls.nodes_equally_spaced' depends on axioms: [propext, Classical.choice, Quot.sound]
'QuantisationFromWalls.energy_quantised' depends on axioms: [propext, Classical.choice, Quot.sound]
```
